# Folding an environment with an invertible dielectric matrix into the screened interaction of a subsystem when no polarisability links the two

Take two sites with one basis function each. Site 1 is the subsystem and site 2 the environment. The bare Coulomb interaction is 2 on each site and 1 between them, and each site has polarisability −1, in matching units. The matrix to invert for the screened interaction is, with a semicolon separating rows,

1 − vP = [3, 1; 1, 3],

and the entry of W = (1 − vP)⁻¹v on site 1 is (3·2 − 1·1)/8 = 5/8.

The same number comes out in two scalar steps. Site 2 alone responds with χ = −1/(1 + 2) = −1/3. A charge on site 1 polarises site 2 and feels the result, which changes the interaction on site 1 from 2 to

u = 2 + 1·(−1/3)·1 = 5/3.

Screening u by site 1 alone gives

(5/3)/(1 + 5/3) = 5/8.

The environment has been absorbed into the interaction, and nothing was approximated. The same holds for matrix blocks of any finite size, provided that no polarisability links the two parts and that 1 − vP is invertible both for the whole system and for the environment alone.

## The embedded interaction and its determinant

Let the basis be split into a subsystem, index 1, and an environment, index 2. The bare interaction v has blocks v₁₁, v₁₂, v₂₁ and v₂₂. The polarisability P has diagonal blocks P₁ and P₂ and zero off-diagonal blocks: no polarisation links the two parts, which interact only through v. Assume that 1 − v₂₂P₂ is invertible, and define

χ = P₂(1 − v₂₂P₂)⁻¹,

u = v₁₁ + v₁₂χv₂₁.

Then 1 − vP is invertible exactly when 1 − uP₁ is, because

det(1 − vP) = det(1 − v₂₂P₂) · det(1 − uP₁).

When they are invertible, the subsystem block of W = (1 − vP)⁻¹v is

W₁₁ = (1 − uP₁)⁻¹u.

The assumption on the environment has a physical reading. If 1 − v₂₂P₂ is singular at some nonzero real frequency, the isolated environment sustains a charge oscillation there without any driving field, and its response χ is undefined.

## Embedded GW codes

A GW code can add the term v₁₂χv₂₁ of a substrate or solvent to the Coulomb matrix of a molecule, and then screen with the molecule's polarisability alone. By the identity above this step is exact in a finite basis at a fixed frequency, provided that χ is the response defined above and P has no blocks between molecule and environment. If χ is replaced by a model, such as a dielectric continuum for a solvent, the error of that model remains. Since u does not depend on P₁, the environment can be solved once per frequency and kept while P₁ changes, as long as P₂ and v stay fixed.

## Eliminating the environment row

Multiplying the blocks gives

1 − vP = [1 − v₁₁P₁, −v₁₂P₂; −v₂₁P₁, 1 − v₂₂P₂].

Write D = 1 − v₂₂P₂. For any block matrix with invertible lower right block D,

[A, B; C, D] = [1, BD⁻¹; 0, 1] · [A − BD⁻¹C, 0; C, D].

The first factor has determinant 1, so the determinant of the product is det(D) · det(A − BD⁻¹C). The second argument is the Schur complement of D. Here it equals

1 − v₁₁P₁ − (−v₁₂P₂)D⁻¹(−v₂₁P₁)
= 1 − (v₁₁ + v₁₂P₂D⁻¹v₂₁)P₁
= 1 − uP₁.

This is the determinant formula. Since det(D) is nonzero, det(1 − vP) is nonzero exactly when det(1 − uP₁) is.

Now let 1 − vP be invertible. From (1 − vP)W = v follows the Dyson equation W = v + vPW, whose first block column reads

W₁₁ = v₁₁ + v₁₁P₁W₁₁ + v₁₂P₂W₂₁,

W₂₁ = v₂₁ + v₂₁P₁W₁₁ + v₂₂P₂W₂₁.

In the second equation, collect the terms with W₂₁ on the left:

D W₂₁ = v₂₁(1 + P₁W₁₁),

W₂₁ = D⁻¹v₂₁(1 + P₁W₁₁).

Insert this into the first equation and use P₂D⁻¹ = χ:

W₁₁ = v₁₁(1 + P₁W₁₁) + v₁₂χv₂₁(1 + P₁W₁₁)
= u + uP₁W₁₁.

Hence (1 − uP₁)W₁₁ = u. The matrix on the left is invertible by the determinant formula, and multiplication by its inverse gives the result.

Two consequences need only a line each. Multiplying the definition of χ by D from the right gives χ(1 − v₂₂P₂) = P₂, which is the environment's own Dyson equation

χ = P₂ + χv₂₂P₂.

If P₁ = 0, then 1 − uP₁ = 1 and W₁₁ = u. The embedded interaction is therefore the screened interaction in a subsystem that cannot polarise.

## The Lean file

```lean
import Mathlib

open Matrix

namespace GWEmbedding

noncomputable section

variable {K : Type*} [Field K]
variable {m n : Type*} [Fintype m] [DecidableEq m] [Fintype n] [DecidableEq n]

/-- The screened interaction `W = (1 - v P)⁻¹ v` of a system with bare interaction `v` and
polarisability `P`. -/
def screened {ι : Type*} [Fintype ι] [DecidableEq ι] (v P : Matrix ι ι K) : Matrix ι ι K :=
  (1 - v * P)⁻¹ * v

/-- The response `χ = P₂ (1 - v₂₂ P₂)⁻¹` of the environment on its own. -/
def envResponse (v22 P2 : Matrix n n K) : Matrix n n K :=
  P2 * (1 - v22 * P2)⁻¹

/-- The embedded interaction `u = v₁₁ + v₁₂ χ v₂₁`: the bare interaction in the subsystem plus
the part mediated by the environment. -/
def embedded (v11 : Matrix m m K) (v12 : Matrix m n K) (v21 : Matrix n m K)
    (v22 P2 : Matrix n n K) : Matrix m m K :=
  v11 + v12 * envResponse v22 P2 * v21

variable {v11 P1 : Matrix m m K} {v12 : Matrix m n K} {v21 : Matrix n m K}
  {v22 P2 : Matrix n n K}

/-- The environment response obeys the Dyson equation `χ = P₂ + χ v₂₂ P₂`. -/
theorem envResponse_dyson (h2 : IsUnit (1 - v22 * P2)) :
    envResponse v22 P2 = P2 + envResponse v22 P2 * (v22 * P2) := by
  have hdet := (Matrix.isUnit_iff_isUnit_det _).1 h2
  have h : envResponse v22 P2 * (1 - v22 * P2) = P2 := by
    rw [envResponse, Matrix.mul_assoc, Matrix.nonsing_inv_mul _ hdet, Matrix.mul_one]
  rw [Matrix.mul_sub, Matrix.mul_one] at h
  exact sub_eq_iff_eq_add.1 h

/-- The dielectric matrix `1 - v P` in blocks, when no polarisation links subsystem and
environment. -/
theorem dielectric_blocks :
    1 - fromBlocks v11 v12 v21 v22 * fromBlocks P1 0 0 P2 =
      fromBlocks (1 - v11 * P1) (-(v12 * P2)) (-(v21 * P1)) (1 - v22 * P2) := by
  rw [fromBlocks_multiply, ← fromBlocks_one, sub_eq_add_neg, fromBlocks_neg, fromBlocks_add]
  simp [sub_eq_add_neg]

/-- The dielectric determinant of the whole system is that of the environment times that of
the subsystem with the embedded interaction. -/
theorem det_dielectric (h2 : IsUnit (1 - v22 * P2)) :
    (1 - fromBlocks v11 v12 v21 v22 * fromBlocks P1 0 0 P2).det =
      (1 - v22 * P2).det * (1 - embedded v11 v12 v21 v22 P2 * P1).det := by
  let _inst : Invertible (1 - v22 * P2) := h2.invertible
  -- the Schur complement of the environment block is the embedded dielectric matrix
  have key : 1 - v11 * P1 - -(v12 * P2) * (1 - v22 * P2)⁻¹ * -(v21 * P1) =
      1 - embedded v11 v12 v21 v22 P2 * P1 := by
    simp only [embedded, envResponse, Matrix.neg_mul, Matrix.mul_neg, neg_neg,
      Matrix.add_mul, Matrix.mul_assoc]
    abel
  rw [dielectric_blocks, det_fromBlocks₂₂, invOf_eq_nonsing_inv, key]

/-- The first block column of the Dyson equation `W = v + v P W`. -/
theorem screened_dyson_blocks
    (h : IsUnit (1 - fromBlocks v11 v12 v21 v22 * fromBlocks P1 0 0 P2)) :
    let W := screened (fromBlocks v11 v12 v21 v22) (fromBlocks P1 0 0 P2)
    W.toBlocks₁₁ = v11 + v11 * P1 * W.toBlocks₁₁ + v12 * P2 * W.toBlocks₂₁ ∧
      W.toBlocks₂₁ = v21 + v21 * P1 * W.toBlocks₁₁ + v22 * P2 * W.toBlocks₂₁ := by
  intro W
  have hW : (1 - fromBlocks v11 v12 v21 v22 * fromBlocks P1 0 0 P2) * W =
      fromBlocks v11 v12 v21 v22 :=
    Matrix.mul_nonsing_inv_cancel_left _ _ ((Matrix.isUnit_iff_isUnit_det _).1 h)
  clear_value W
  rw [dielectric_blocks, ← fromBlocks_toBlocks W, fromBlocks_multiply, fromBlocks_inj] at hW
  obtain ⟨h11, -, h21, -⟩ := hW
  rw [Matrix.sub_mul, Matrix.one_mul, Matrix.neg_mul] at h11 h21
  constructor
  · linear_combination (norm := abel) h11
  · linear_combination (norm := abel) h21

/-- The interaction between environment and subsystem follows from the subsystem block:
`W₂₁ = (1 - v₂₂ P₂)⁻¹ v₂₁ (1 + P₁ W₁₁)`. -/
theorem screened_env_block (h2 : IsUnit (1 - v22 * P2))
    (h : IsUnit (1 - fromBlocks v11 v12 v21 v22 * fromBlocks P1 0 0 P2)) :
    let W := screened (fromBlocks v11 v12 v21 v22) (fromBlocks P1 0 0 P2)
    W.toBlocks₂₁ = (1 - v22 * P2)⁻¹ * v21 * (1 + P1 * W.toBlocks₁₁) := by
  intro W
  have h21 : W.toBlocks₂₁ = v21 + v21 * P1 * W.toBlocks₁₁ + v22 * P2 * W.toBlocks₂₁ :=
    (screened_dyson_blocks h).2
  clear_value W
  have hD : (1 - v22 * P2) * W.toBlocks₂₁ = v21 * (1 + P1 * W.toBlocks₁₁) := by
    rw [Matrix.sub_mul, Matrix.one_mul, Matrix.mul_add, Matrix.mul_one,
      ← Matrix.mul_assoc v21 P1]
    linear_combination (norm := abel) h21
  rw [Matrix.mul_assoc, ← hD,
    Matrix.nonsing_inv_mul_cancel_left _ _ ((Matrix.isUnit_iff_isUnit_det _).1 h2)]

/-- Embedding theorem: if the environment's own dielectric matrix is invertible, then that of
the whole system is invertible exactly when the embedded one is, and in that case the subsystem
block of the full screened interaction is the embedded interaction screened by `P₁` alone. -/
theorem embedding (h2 : IsUnit (1 - v22 * P2)) :
    (IsUnit (1 - fromBlocks v11 v12 v21 v22 * fromBlocks P1 0 0 P2) ↔
      IsUnit (1 - embedded v11 v12 v21 v22 P2 * P1)) ∧
    (IsUnit (1 - fromBlocks v11 v12 v21 v22 * fromBlocks P1 0 0 P2) →
      (screened (fromBlocks v11 v12 v21 v22) (fromBlocks P1 0 0 P2)).toBlocks₁₁ =
        screened (embedded v11 v12 v21 v22 P2) P1) := by
  have hiff : IsUnit (1 - fromBlocks v11 v12 v21 v22 * fromBlocks P1 0 0 P2) ↔
      IsUnit (1 - embedded v11 v12 v21 v22 P2 * P1) := by
    rw [Matrix.isUnit_iff_isUnit_det, Matrix.isUnit_iff_isUnit_det, det_dielectric h2,
      IsUnit.mul_iff]
    exact and_iff_right ((Matrix.isUnit_iff_isUnit_det _).1 h2)
  refine ⟨hiff, fun h => ?_⟩
  have hu := (Matrix.isUnit_iff_isUnit_det _).1 (hiff.1 h)
  have h11 := (screened_dyson_blocks h).1
  have h21 := screened_env_block h2 h
  dsimp only at h11 h21
  -- eliminate the environment from the subsystem row of the Dyson equation
  rw [h21] at h11
  generalize (screened (fromBlocks v11 v12 v21 v22) (fromBlocks P1 0 0 P2)).toBlocks₁₁ = X
    at h11 ⊢
  have key : (1 - embedded v11 v12 v21 v22 P2 * P1) * X = embedded v11 v12 v21 v22 P2 := by
    simp only [embedded, envResponse, Matrix.sub_mul, Matrix.add_mul, Matrix.one_mul,
      Matrix.mul_add, Matrix.mul_one, Matrix.mul_assoc] at h11 ⊢
    linear_combination (norm := abel) h11
  calc X = (1 - embedded v11 v12 v21 v22 P2 * P1)⁻¹ *
        ((1 - embedded v11 v12 v21 v22 P2 * P1) * X) :=
        (Matrix.nonsing_inv_mul_cancel_left _ _ hu).symm
    _ = screened (embedded v11 v12 v21 v22 P2) P1 := by rw [key, screened]

/-- In a subsystem without polarisability of its own, the screened interaction is the embedded
interaction `v₁₁ + v₁₂ χ v₂₁`. -/
theorem screened_unpolarisable (h2 : IsUnit (1 - v22 * P2)) :
    (screened (fromBlocks v11 v12 v21 v22) (fromBlocks 0 0 0 P2)).toBlocks₁₁ =
      v11 + v12 * envResponse v22 P2 * v21 := by
  have E := embedding (v11 := v11) (v12 := v12) (v21 := v21) (P1 := (0 : Matrix m m K)) h2
  have h0 : IsUnit (1 - embedded v11 v12 v21 v22 P2 * (0 : Matrix m m K)) := by simp
  rw [E.2 (E.1.2 h0)]
  simp [screened, embedded]

/-- With `v₁₁ = 0`, all other interaction blocks `1` and `P₁ = P₂ = 1`, the dielectric matrix of
the environment is singular while that of the whole system is invertible. -/
theorem singular_environment [Nonempty n] :
    ¬ IsUnit (1 - (1 : Matrix n n K) * 1) ∧
      IsUnit (1 - fromBlocks (0 : Matrix n n K) (1 : Matrix n n K) (1 : Matrix n n K)
        (1 : Matrix n n K) * fromBlocks (1 : Matrix n n K) (0 : Matrix n n K)
        (0 : Matrix n n K) (1 : Matrix n n K)) := by
  constructor
  · simp
  · rw [Matrix.isUnit_iff_isUnit_det]
    -- the inverse is written down explicitly
    apply Matrix.isUnit_det_of_right_inverse (B := fromBlocks (0 : Matrix n n K)
      (-1 : Matrix n n K) (-1 : Matrix n n K) (-1 : Matrix n n K))
    rw [dielectric_blocks, fromBlocks_multiply, ← fromBlocks_one]
    simp

end

end GWEmbedding
```

```lean
#print axioms GWEmbedding.envResponse_dyson
#print axioms GWEmbedding.dielectric_blocks
#print axioms GWEmbedding.screened_unpolarisable
#print axioms GWEmbedding.singular_environment
```

```
'GWEmbedding.envResponse_dyson' depends on axioms: [propext, Classical.choice, Quot.sound]
'GWEmbedding.dielectric_blocks' depends on axioms: [propext, Classical.choice, Quot.sound]
'GWEmbedding.screened_unpolarisable' depends on axioms: [propext, Classical.choice, Quot.sound]
'GWEmbedding.singular_environment' depends on axioms: [propext, Classical.choice, Quot.sound]
```

## How the code states the identity

The types `m` and `n` label the basis functions of subsystem and environment. Both are finite, and they may differ in size. The entries lie in a field `K`, which for a frequency-dependent calculation would be the complex numbers. `fromBlocks` assembles a matrix from its four blocks, and the zeros in `fromBlocks P1 0 0 P2` express the absence of polarisation between the parts. `toBlocks₁₁` and `toBlocks₂₁` read off W₁₁ and W₂₁. `IsUnit` says that a matrix is invertible.

Three definitions carry the physics: `screened` is (1 − vP)⁻¹v, `envResponse` is χ, and `embedded` is u. The main theorem, `embedding`, uses `screened` twice, once for the whole system with v and P and once for the subsystem with u and P₁. Its only hypothesis, `h2`, is the invertibility of 1 − v₂₂P₂. Its conclusion has two parts: the equivalence of the two invertibility conditions, and the equality of the subsystem blocks whenever 1 − vP is invertible.

The sign convention is W = v + vPW, with P the irreducible polarisability and χ the full response of the isolated environment. A code that stores P with the opposite sign has to change the signs accordingly. The products are plain matrix products. In a non-orthogonal auxiliary basis of real functions they are correct if v holds the Coulomb integrals between the basis functions and P holds the coefficients that expand the polarisability in products of two basis functions, one for each of its two positions.

## How the lemmas follow the elimination

`dielectric_blocks` computes the four blocks of 1 − vP. In `det_dielectric`, Mathlib's `det_fromBlocks₂₂` supplies the Schur complement formula, and the local statement `key` identifies the complement with 1 − uP₁: `simp only` expands the products, and `abel` reorders the sums.

`screened_dyson_blocks` starts from (1 − vP)W = v, which holds because 1 − vP is invertible. It writes W in blocks, and `fromBlocks_inj` turns the matrix equation into one equation per block, of which the first column is kept. The terms are then rearranged by `linear_combination (norm := abel)`. The normaliser is `abel` because matrix products do not commute: only sums may be reordered.

`screened_env_block` solves the environment row. Its intermediate statement `hD` is D W₂₁ = v₂₁(1 + P₁W₁₁), and cancelling D gives W₂₁.

In `embedding`, the equivalence comes from `det_dielectric` and `IsUnit.mul_iff`, which says, here for the determinants, that a product is invertible exactly when both factors are. For the second part, `rw [h21] at h11` inserts the environment row into the subsystem row. The block W₁₁ is then renamed `X`, `key` establishes (1 − uP₁)X = u, and the closing `calc` multiplies by the inverse.

`envResponse_dyson` and `screened_unpolarisable` are the two consequences derived above. Both assume, like `det_dielectric`, that 1 − v₂₂P₂ is invertible; this is the hypothesis `h2`. The second does not have to assume that 1 − vP is invertible as well: with P₁ = 0 this follows from the equivalence.

## A singular environment inside a regular system

The condition on the environment is separate from the condition on the whole system. Take one basis function per part, with

v = [0, 1; 1, 1], P₁ = P₂ = 1.

Then 1 − v₂₂P₂ = 0, so χ and u do not exist. The whole system is nevertheless regular:

1 − vP = [1, −1; −1, 0],

(1 − vP)⁻¹ = [0, −1; −1, −1].

`singular_environment` proves the two invertibility statements with the numbers replaced by zero and identity blocks of any nonzero size, and its proof supplies this inverse explicitly. Multiplying out the small case gives W₁₁ = −1, a perfectly finite value that the embedding formula cannot deliver. Mathlib's convention that a singular matrix has inverse zero does not rescue the formula, since it would yield χ = 0, u = 0 and W₁₁ = 0.

This v is chosen for its simple numbers and is not a Coulomb matrix, which would be positive definite. Replacing v₁₁ = 0 by v₁₁ = 2 makes it positive definite, and the conclusion stands: 1 − v₂₂P₂ is still 0, while det(1 − vP) = −1. A positive P, unlike the negative static one, can occur at a frequency above a resonance.

For a code this means that a breakdown of the environment solve at one frequency does not imply a breakdown of the full problem. Inverting 1 − vP as a whole may still work there.

## What is left to the physics and the numerics

The identity takes v and P as given. It does not say how to compute P₁ and P₂, and it does not justify setting the blocks between them to zero. When orbitals of molecule and substrate hybridise, those blocks are in general present and the theorem does not apply. If the coupling changes P₁ or P₂, as it can in a self-consistent calculation, the changed matrices have to be used on both sides of the identity.

The theorem concerns the screened interaction at one frequency. The self-energy, the frequency integral and the quasiparticle energies are further steps, and so is the passage to an infinite basis. The arithmetic is exact, so there is no bound on rounding errors: close to a singular 1 − v₂₂P₂ the embedded route can lose accuracy even where the full matrix is well conditioned.

No symmetry is required. The blocks v₁₂ and v₂₁ need not be transposes of each other, and neither v nor P has to be Hermitian or definite.
